# A narrow arctangent resonance raises the phase shift by almost π between the mesh points on either side of it

## Phase shift and S-matrix of a single resonance

Let \(e\) be the energy, \(e_0\) the resonance energy and \(G>0\) the width, all real and in the same unit. The phase shift is taken to be
\[
d(e)=\arctan\frac{2(e-e_0)}{G},
\]
and the S-matrix element of the same partial wave is \(S(e)=\exp(2i\,d(e))\).

The arctangent form is postulated. It stands for one isolated pole of the S-matrix at \(e_0-iG/2\), with a width that does not depend on energy. The phase passes through \(-\pi/4\), \(0\) and \(\pi/4\) at \(e_0-G/2\), \(e_0\) and \(e_0+G/2\), so \(G\) is the full width at half maximum of \(d'(e)\).

With this choice \(d\) runs from \(-\pi/2\) to \(\pi/2\). The more common convention lets the resonant phase run from \(0\) to \(\pi\), which adds \(\pi/2\) to \(d\) and reverses the sign of \(S\). Differences of phase shifts, and distances between S-matrix elements, are the same in both conventions.

## A ghost on an energy mesh

A scattering test of a PAW dataset compares the scattering properties of the pseudo-atom with those of the all-electron atom at a finite set of energies. A ghost is a state of the pseudo-atom that the all-electron atom does not have. If it lies in the continuum, it can show up as an extra resonance, and if that resonance is narrow, it may fall between two mesh points and lie many widths away from both.

In the model of one isolated resonance without background, two things then happen together. The phase shift rises by almost \(\pi\) from one mesh point to the next, while the S-matrix element hardly changes, because \(S\) determines \(d\) only modulo \(\pi\). A test that reads \(S\) at the mesh points alone can therefore miss the ghost.

## The bounds and how Lean states them

In the file, `phase e0 G e` is \(d(e)\) and `sMatrix e0 G e` is \(S(e)\), a complex number whose distance to another is measured by the modulus `‖·‖`. Mesh points are simply two real numbers `a` and `b`; nothing requires them to be neighbours or the mesh to be uniform.

- `rise_between_mesh_points`: if \(G>0\) and \(a<e_0<b\), then
\[
\pi-\frac{G}{2(b-e_0)}-\frac{G}{2(e_0-a)}<d(b)-d(a)<\pi .
\]
- `symmetric_rise`: for \(G>0\) and every \(h>0\),
\[
\pi-\frac Gh<d(e_0+h)-d(e_0-h)<\pi ,
\]
and the rise tends to \(\pi\) as \(h\to\infty\), which Lean writes as `Tendsto` along `atTop`. This limit is a property of the formula, which has no threshold; in a scattering calculation \(e_0-h\) has to stay above the onset of the continuum.
- `narrow_ghost_jump`: with \(a<e_0<b\) fixed, \(d(b)-d(a)\to\pi\) as \(G\to0\). The filter `𝓝[>] 0` lets \(G\) approach zero through positive values only.
- `rise_below_resonance`: if \(G>0\) and \(a<b<e_0\), then \(0<d(b)-d(a)<G/(2(e_0-b))\).
- `sMatrix_change_small`: if \(G>0\) and \(a<e_0<b\), then
\[
|S(b)-S(a)|<\frac{G}{b-e_0}+\frac{G}{e_0-a}.
\]

What counts is the width relative to the distances from the resonance to the two mesh points, not relative to the mesh spacing alone. Take a resonance midway between two points that are \(100\,G\) apart, so that \(h=50\,G\). The rise lies between \(\pi-0.02\) and \(\pi\), and the S-matrix elements differ by less than \(0.04\). If the resonance sits close to one of the points, the bounds remain true but may say little: the lower bound on the rise can be negative, and the bound on \(|S(b)-S(a)|\) can exceed \(2\), the largest distance between two points of the unit circle.

The PAW Hamiltonian, its projectors and the origin of a ghost do not enter. An energy-dependent background, overlapping resonances and ghosts that are bound states are not covered either, nor are tests based on logarithmic derivatives.

## Two small angles account for the missing phase

**The arctangent lies below its argument.** Let \(x>0\) and \(\theta=\arctan x\). Then \(0<\theta<\pi/2\), and on this interval \(\theta<\tan\theta\). Since \(\tan\theta=x\), this gives \(\arctan x<x\).

**The phase on either side of the resonance.** For \(y>0\) we have \(\arctan(1/y)=\pi/2-\arctan y\). If \(e>e_0\), put \(y=G/(2(e-e_0))\) to obtain
\[
d(e)=\frac\pi2-\arctan\frac{G}{2(e-e_0)} .
\]
If \(e<e_0\), the oddness of the arctangent gives \(d(e)=-\arctan\bigl(2(e_0-e)/G\bigr)\), and the same identity with \(y=G/(2(e_0-e))\) yields
\[
d(e)=-\frac\pi2+\arctan\frac{G}{2(e_0-e)} .
\]

**The rise across the resonance.** For \(a<e_0<b\), subtraction gives
\[
d(b)-d(a)=\pi-\alpha-\beta,\qquad
\alpha=\arctan\frac{G}{2(b-e_0)},\quad
\beta=\arctan\frac{G}{2(e_0-a)} .
\]
Both angles are positive, so the rise is less than \(\pi\). Each is smaller than its argument, which gives the lower bound.

**The symmetric pair and the limits.** With \(a=e_0-h\) and \(b=e_0+h\), the two terms subtracted from \(\pi\) are each \(G/(2h)\) and add up to \(G/h\). As \(h\to\infty\) the lower bound \(\pi-G/h\) tends to \(\pi\), and the rise is squeezed between it and \(\pi\). For fixed \(a\) and \(b\), the general lower bound tends to \(\pi\) as \(G\to0\) from above, and the same squeeze applies.

**Both points below the resonance.** Let \(a<b<e_0\). The phase is strictly increasing, so the rise is positive. Moreover \(d(a)>-\pi/2\), and therefore
\[
d(b)-d(a)<d(b)+\frac\pi2=\arctan\frac{G}{2(e_0-b)}<\frac{G}{2(e_0-b)} .
\]

**The S-matrix.** Write \(\Delta=d(b)-d(a)\) for \(a<e_0<b\). Expanding the squared distance between two points of the unit circle gives
\[
|S(b)-S(a)|^2=2-2\cos(2\Delta)=2-2\cos t,\qquad t=2\pi-2\Delta .
\]
Here \(t>0\), because \(\Delta<\pi\). From \(\cos t\ge1-t^2/2\) we get \(|S(b)-S(a)|^2\le t^2\), hence \(|S(b)-S(a)|\le t\): the chord is no longer than the arc. The lower bound on \(\Delta\) then gives
\[
t<2\left(\frac{G}{2(b-e_0)}+\frac{G}{2(e_0-a)}\right)=\frac{G}{b-e_0}+\frac{G}{e_0-a}.
\]

## Both mesh points above the resonance

The same argument treats a pair \(e_0<a<b\), a case that the Lean file leaves out. The phase still increases, \(d(b)<\pi/2\), and \(d(a)=\pi/2-\arctan\bigl(G/(2(a-e_0))\bigr)\), so
\[
0<d(b)-d(a)<\frac{G}{2(a-e_0)} .
\]
As below the resonance, the bound is set by the mesh point nearer to \(e_0\).

## The complete Lean file

```lean
import Mathlib

open Filter Topology
open scoped Real

namespace GhostStateMesh

noncomputable section

/-- Phase shift at energy `e` of a resonance at `e0` with width `G`, for `G > 0`. -/
def phase (e0 G e : ℝ) : ℝ := Real.arctan (2 * (e - e0) / G)

/-- The S-matrix element `exp (2 i d)` belonging to the resonant phase shift `d`, for `G > 0`. -/
def sMatrix (e0 G e : ℝ) : ℂ := Complex.exp (((2 * phase e0 G e : ℝ) : ℂ) * Complex.I)

/-- The arctangent of a positive number is smaller than the number. -/
theorem arctan_lt_self {x : ℝ} (hx : 0 < x) : Real.arctan x < x := by
  have h0 : 0 < Real.arctan x := by
    have h := Real.arctan_strictMono hx
    rwa [Real.arctan_zero] at h
  have h := Real.lt_tan h0 (Real.arctan_lt_pi_div_two x)
  rwa [Real.tan_arctan] at h

/-- Above the resonance the phase shift is `π/2` less the angle
`arctan (G / (2 (e - e0)))`. -/
theorem phase_above {e0 G e : ℝ} (hG : 0 < G) (he : e0 < e) :
    phase e0 G e = π / 2 - Real.arctan (G / (2 * (e - e0))) := by
  have h := Real.arctan_inv_of_pos (div_pos hG (mul_pos two_pos (sub_pos.2 he)))
  rwa [inv_div] at h

/-- Below the resonance the phase shift is `-π/2` plus the angle
`arctan (G / (2 (e0 - e)))`. -/
theorem phase_below {e0 G e : ℝ} (hG : 0 < G) (he : e < e0) :
    phase e0 G e = -(π / 2) + Real.arctan (G / (2 * (e0 - e))) := by
  have h := Real.arctan_inv_of_pos (div_pos hG (mul_pos two_pos (sub_pos.2 he)))
  rw [inv_div] at h
  -- the phase shift is odd about the resonance energy
  have hodd : phase e0 G e = -Real.arctan (2 * (e0 - e) / G) := by
    rw [phase, ← Real.arctan_neg]
    congr 1
    ring
  rw [hodd, h]
  ring

/-- Between two mesh points `a < e0 < b` the phase shift rises by less than `π`, and
falls short of `π` by less than `G / (2 (b - e0)) + G / (2 (e0 - a))`. -/
theorem rise_between_mesh_points {e0 G a b : ℝ} (hG : 0 < G) (ha : a < e0) (hb : e0 < b) :
    π - (G / (2 * (b - e0)) + G / (2 * (e0 - a))) < phase e0 G b - phase e0 G a ∧
      phase e0 G b - phase e0 G a < π := by
  have hb' := arctan_lt_self (div_pos hG (mul_pos two_pos (sub_pos.2 hb)))
  have ha' := arctan_lt_self (div_pos hG (mul_pos two_pos (sub_pos.2 ha)))
  constructor
  · rw [phase_above hG hb, phase_below hG ha]
    linarith
  · have h1 := Real.arctan_lt_pi_div_two (2 * (b - e0) / G)
    have h2 := Real.neg_pi_div_two_lt_arctan (2 * (a - e0) / G)
    unfold phase
    linarith

/-- From `e0 - h` to `e0 + h` the phase shift rises by more than `π - G / h` and less
than `π`, for every `h > 0`, and the rise tends to `π` as `h` grows. -/
theorem symmetric_rise {e0 G : ℝ} (hG : 0 < G) :
    (∀ h : ℝ, 0 < h → π - G / h < phase e0 G (e0 + h) - phase e0 G (e0 - h) ∧
      phase e0 G (e0 + h) - phase e0 G (e0 - h) < π) ∧
    Tendsto (fun h : ℝ => phase e0 G (e0 + h) - phase e0 G (e0 - h)) atTop (𝓝 π) := by
  have bounds : ∀ h : ℝ, 0 < h →
      π - G / h < phase e0 G (e0 + h) - phase e0 G (e0 - h) ∧
      phase e0 G (e0 + h) - phase e0 G (e0 - h) < π := by
    intro h hh
    have key := rise_between_mesh_points (e0 := e0) (a := e0 - h) (b := e0 + h) hG
      (by linarith) (by linarith)
    rw [add_sub_cancel_left, sub_sub_cancel] at key
    have hs : G / h = 2 * (G / (2 * h)) := by field_simp
    exact ⟨by linarith [key.1], key.2⟩
  refine ⟨bounds, ?_⟩
  -- squeeze the rise between `π - G / h` and `π`
  have h0 : Tendsto (fun h : ℝ => G / h) atTop (𝓝 0) :=
    tendsto_const_nhds.div_atTop tendsto_id
  have hlow : Tendsto (fun h : ℝ => π - G / h) atTop (𝓝 π) := by
    have h1 := h0.const_sub π
    rwa [sub_zero] at h1
  refine tendsto_of_tendsto_of_tendsto_of_le_of_le' hlow tendsto_const_nhds ?_ ?_
  · filter_upwards [eventually_gt_atTop (0 : ℝ)] with h hh
    exact (bounds h hh).1.le
  · filter_upwards [eventually_gt_atTop (0 : ℝ)] with h hh
    exact (bounds h hh).2.le

/-- With the mesh points `a < e0 < b` held fixed, the rise of the phase shift between
them tends to `π` as the width shrinks to zero. -/
theorem narrow_ghost_jump {e0 a b : ℝ} (ha : a < e0) (hb : e0 < b) :
    Tendsto (fun G : ℝ => phase e0 G b - phase e0 G a) (𝓝[>] 0) (𝓝 π) := by
  have hc : Continuous
      (fun G : ℝ => π - (G / (2 * (b - e0)) + G / (2 * (e0 - a)))) := by fun_prop
  have hlow := (hc.tendsto 0).mono_left (nhdsWithin_le_nhds (s := Set.Ioi (0 : ℝ)))
  simp only [zero_div, add_zero, sub_zero] at hlow
  refine tendsto_of_tendsto_of_tendsto_of_le_of_le' hlow tendsto_const_nhds ?_ ?_
  · filter_upwards [self_mem_nhdsWithin] with G hG
    exact (rise_between_mesh_points hG ha hb).1.le
  · filter_upwards [self_mem_nhdsWithin] with G hG
    exact (rise_between_mesh_points hG ha hb).2.le

/-- Between two mesh points `a < b` that both lie below the resonance, the phase shift
rises by a positive amount smaller than `G / (2 (e0 - b))`. -/
theorem rise_below_resonance {e0 G a b : ℝ} (hG : 0 < G) (hab : a < b) (hb : b < e0) :
    0 < phase e0 G b - phase e0 G a ∧
      phase e0 G b - phase e0 G a < G / (2 * (e0 - b)) := by
  constructor
  · have h : 2 * (a - e0) / G < 2 * (b - e0) / G :=
      div_lt_div_of_pos_right (by linarith) hG
    exact sub_pos.2 (Real.arctan_strictMono h)
  · have h1 := arctan_lt_self (div_pos hG (mul_pos two_pos (sub_pos.2 hb)))
    have h2 : -(π / 2) < phase e0 G a := Real.neg_pi_div_two_lt_arctan _
    rw [phase_below hG hb]
    linarith

/-- At two mesh points `a < e0 < b` on either side of the resonance, the S-matrix
elements differ by less than `G / (b - e0) + G / (e0 - a)`. -/
theorem sMatrix_change_small {e0 G a b : ℝ} (hG : 0 < G) (ha : a < e0) (hb : e0 < b) :
    ‖sMatrix e0 G b - sMatrix e0 G a‖ < G / (b - e0) + G / (e0 - a) := by
  obtain ⟨hlow, hup⟩ := rise_between_mesh_points hG ha hb
  -- the distance on the unit circle depends on the rise only modulo `π`
  have hsq : ‖sMatrix e0 G b - sMatrix e0 G a‖ ^ 2 =
      2 - 2 * Real.cos (2 * π - 2 * (phase e0 G b - phase e0 G a)) := by
    rw [Real.cos_two_pi_sub, mul_sub, Real.cos_sub, Complex.sq_norm, Complex.normSq_apply,
      Complex.sub_re, Complex.sub_im]
    unfold sMatrix
    rw [Complex.exp_ofReal_mul_I_re, Complex.exp_ofReal_mul_I_re,
      Complex.exp_ofReal_mul_I_im, Complex.exp_ofReal_mul_I_im]
    linear_combination Real.sin_sq_add_cos_sq (2 * phase e0 G b) +
      Real.sin_sq_add_cos_sq (2 * phase e0 G a)
  have hcos := Real.one_sub_sq_div_two_le_cos
    (x := 2 * π - 2 * (phase e0 G b - phase e0 G a))
  -- the chord is no longer than the arc
  have hchord : ‖sMatrix e0 G b - sMatrix e0 G a‖ ≤
      2 * π - 2 * (phase e0 G b - phase e0 G a) := by
    refine le_trans (le_abs_self _) (abs_le_of_sq_le_sq ?_ (by linarith))
    linarith
  have hb0 : b - e0 ≠ 0 := (sub_pos.2 hb).ne'
  have ha0 : e0 - a ≠ 0 := (sub_pos.2 ha).ne'
  have h1 : G / (b - e0) = 2 * (G / (2 * (b - e0))) := by field_simp
  have h2 : G / (e0 - a) = 2 * (G / (2 * (e0 - a))) := by field_simp
  linarith

end

end GhostStateMesh
```

```lean
#print axioms GhostStateMesh.rise_between_mesh_points
#print axioms GhostStateMesh.symmetric_rise
#print axioms GhostStateMesh.rise_below_resonance
#print axioms GhostStateMesh.sMatrix_change_small
```

```
'GhostStateMesh.rise_between_mesh_points' depends on axioms: [propext, Classical.choice, Quot.sound]
'GhostStateMesh.symmetric_rise' depends on axioms: [propext, Classical.choice, Quot.sound]
'GhostStateMesh.rise_below_resonance' depends on axioms: [propext, Classical.choice, Quot.sound]
'GhostStateMesh.sMatrix_change_small' depends on axioms: [propext, Classical.choice, Quot.sound]
```

## How the proof follows the derivation

`arctan_lt_self` first obtains \(0<\arctan x\) from strict monotonicity. It then applies `Real.lt_tan`, the inequality \(\theta<\tan\theta\), and rewrites \(\tan(\arctan x)\) as \(x\).

`phase_above` is the reciprocal identity `Real.arctan_inv_of_pos` applied to the positive number \(G/(2(e-e_0))\). The rewrite with `inv_div` turns the inverse of that fraction into the argument of the phase. `phase_below` does the same with \(e_0-e\) and combines the result with the auxiliary statement `hodd`, which records that the phase is odd about \(e_0\).

In `rise_between_mesh_points`, the statements `hb'` and `ha'` say that \(\alpha\) and \(\beta\) are smaller than their arguments. For the lower bound, the two phases are rewritten by `phase_above` and `phase_below`, and `linarith` combines the inequalities. The upper bound takes a slightly shorter way than the derivation above: every arctangent lies strictly between \(-\pi/2\) and \(\pi/2\), so two of them differ by less than \(\pi\).

`symmetric_rise` applies this theorem to \(e_0-h\) and \(e_0+h\), simplifies the distances to \(h\), and uses `hs` to add the two equal terms. The resulting `bounds` serve twice, as the first half of the theorem and as the two sides of the squeeze. The inequalities are needed only for large \(h\), and `eventually_gt_atTop` supplies \(h>0\) there.

`narrow_ghost_jump` is a squeeze in the variable \(G\). The lower bound is a continuous function of \(G\), as `fun_prop` confirms, and its value at \(G=0\) is \(\pi\). Restricting the limit to positive \(G\) makes `rise_between_mesh_points` available at each width that is considered.

`rise_below_resonance` proves positivity by comparing the arguments of the two arctangents. For the upper bound, `h2` states \(d(a)>-\pi/2\), `h1` bounds the small angle at \(b\), and `linarith` joins them after \(d(b)\) has been rewritten.

In `sMatrix_change_small`, `hsq` is the formula for the squared distance. The squared modulus is split into real and imaginary parts, which are cosines and sines of \(2d(b)\) and \(2d(a)\), and `linear_combination` closes the identity with \(\sin^2+\cos^2=1\) at both angles. `hcos` is the quadratic lower bound on the cosine. `hchord` passes from squares to the distance itself, which requires \(t\ge0\) and so uses the upper bound on the rise. The last `linarith` inserts the lower bound, with `h1` and `h2` taking care of the factors of two.
